# Band exchange around an exceptional point: $\lambda(2\pi) = -\lambda(0)$ although $H(2\pi) = H(0)$

A statement about a band on a closed parameter loop has to fix where the band lives. Here a band is a complex function $\lambda(\theta)$ of the real loop angle $\theta$, continuous on the closed interval $[0, 2\pi]$ with the endpoints kept distinct, whose value at each angle is an eigenvalue of the matrix $H(\theta)$. Periodicity is not demanded of $\lambda$; whether the band closes is left to the theorem. No eigenvector, ordering or differentiability is attached to it. A number $\mu$ is an eigenvalue of a matrix $M$ if $Mv = \mu v$ for some vector $v \neq 0$.

## The identity

For a complex parameter $\varepsilon$ let

$$h(\varepsilon) = \begin{pmatrix} 0 & 1 \\ \varepsilon & 0 \end{pmatrix}, \qquad H(\theta) = h(e^{i\theta}).$$

On $[0, 2\pi]$ the matrix $H(\theta)$ is Hermitian only at the two endpoints. It returns to itself, $H(2\pi) = H(0)$, while every band satisfies $\lambda(2\pi) = -\lambda(0) \neq \lambda(0)$. Two bands $a$, $b$ with $a(0) \neq b(0)$ are exchanged: $a(2\pi) = b(0)$ and $b(2\pi) = a(0)$.

For $N = n + 1$ levels, indexed $0, \dots, n$, let $h_n(\varepsilon)$ have ones just above the diagonal, $\varepsilon$ in the lower-left corner and zeros elsewhere. On the loop $\varepsilon = c\,e^{i\theta}$, with $c$ a complex constant, every band satisfies $\lambda(2\pi) = e^{2\pi i/N}\lambda(0)$, and it fails to close when $c \neq 0$ and $n \geq 1$.

## Where a code meets it

With $\theta$ read as crystal momentum times the cell length, $H(\theta)$ is the Bloch matrix of a non-interacting chain with two sites per cell and hopping in one direction only, so within this one-parameter model a band followed across the zone ends on the other band. Both hoppings equal $1$, so this tight-binding chain can also be described with one site per cell; it then has a single band, which closes over the zone of that smaller cell, and the two exchanged bands are its two folded halves. A routine that labels eigenvalues by continuity and then closes a single-band Berry phase by identifying the last point with the first assumes $\lambda(2\pi) = \lambda(0)$, which is false here. Read in reverse, the identity says that any labelling of the eigenvalues of $H(\theta)$ that does return to its starting value is discontinuous somewhere. Sorting by real part is an example: the eigenvalue with the larger real part jumps from $i$ to $-i$ at $\theta = \pi$, although the two eigenvalues stay a distance $2$ apart along the whole loop.

## Derivation

**Spectrum.** With $v = (v_0, v_1)$, the equation $h(\varepsilon)v = \mu v$ reads $v_1 = \mu v_0$ and $\varepsilon v_0 = \mu v_1$. If $v_0 = 0$ then $v_1 = 0$, so a nonzero $v$ has $v_0 \neq 0$. Substitution gives $\varepsilon v_0 = \mu^2 v_0$, hence $\mu^2 = \varepsilon$. Conversely, if $\mu^2 = \varepsilon$, then $(1, \mu)$ is an eigenvector; normalised it is $(1, \mu)/\sqrt{1 + |\mu|^2}$, which on the loop is $(1, \mu)/\sqrt{2}$. At $\varepsilon = 0$ one gets $\mu = 0$ and $v_1 = 0$: there is one eigenvalue, and every eigenvector lies along $(1, 0)$. This is the exceptional point, and the loop winds once around it.

**Root tracking.** Let $p \geq 1$ be an integer and $f$ a continuous function on $[0, 2\pi]$ with $f(\theta)^p = c\,e^{i\theta}$. Put $g(\theta) = f(\theta)\,e^{-i\theta/p}$. Then $g^p = c\,e^{i\theta}e^{-i\theta} = c$, so $g$ takes its values among the at most $p$ roots of $z^p = c$. The distance $|g(\theta) - g(0)|$ is continuous, starts at zero and has finitely many possible values, so by the intermediate value theorem it stays zero. Therefore $g(\theta) = f(0)$ and

$$f(\theta) = e^{i\theta/p} f(0).$$

**Sign change and exchange.** A band obeys $\lambda^2 = e^{i\theta}$, the case $p = 2$, $c = 1$. At $\theta = 2\pi$ the factor is $e^{i\pi} = -1$. If also $\lambda(2\pi) = \lambda(0)$, then $2\lambda(0) = 0$, which contradicts $\lambda(0)^2 = 1$. For two bands, $a(0)^2 = b(0)^2$ gives $(a(0) - b(0))(a(0) + b(0)) = 0$, so $a(0) \neq b(0)$ forces $b(0) = -a(0)$, and the sign change carries each to the start of the other. The functions $\pm e^{i\theta/2}$ are such a pair.

**$N$ levels.** Let $k$ be the row index, written `i` in the file. Rows $k < n$ give $v_{k+1} = \mu v_k$, so $v_k = \mu^k v_0$ and $v_0 \neq 0$. Row $n$ gives $\varepsilon v_0 = \mu v_n = \mu^{n+1} v_0$, hence $\mu^N = \varepsilon$. Conversely $v_k = \mu^k$ is an eigenvector, with squared norm $\sum_{k=0}^{n} |\mu|^{2k}$, so that for $|\mu| = 1$ the normalised components are $\mu^k/\sqrt{N}$. Root tracking with $p = N$ gives the factor $e^{2\pi i/N}$. For $c \neq 0$, $\lambda(0)^N = c$ makes $\lambda(0) \neq 0$, and for $N \geq 2$ the factor differs from $1$.

**Smallest and limiting cases.** For $n = 0$ the matrix is the single number $\varepsilon$, the band is $c\,e^{i\theta}$, the factor is $e^{2\pi i} = 1$, and the band closes. For $c = 0$ the loop shrinks onto $\varepsilon = 0$, $\lambda^N = 0$ gives $\lambda = 0$ throughout, and the band closes again. For $n = 1$ the entries of $h_1(\varepsilon)$ are those of $h(\varepsilon)$.

## The file

```lean
import Mathlib

open Matrix Complex Set

namespace ExceptionalPointBraiding

noncomputable section

/-- `μ` is an eigenvalue of `M`: some nonzero vector satisfies `M v = μ v`. -/
def IsEigenvalue {m : Type*} [Fintype m] (M : Matrix m m ℂ) (μ : ℂ) : Prop :=
  ∃ v : m → ℂ, v ≠ 0 ∧ M *ᵥ v = μ • v

/-- A band of the family `H`: a function continuous on `[0, 2π]` whose value at each angle `θ`
is an eigenvalue of `H θ`. -/
def IsBand {m : Type*} [Fintype m] (H : ℝ → Matrix m m ℂ) (lam : ℝ → ℂ) : Prop :=
  ContinuousOn lam (Icc 0 (2 * Real.pi)) ∧
    ∀ θ ∈ Icc 0 (2 * Real.pi), IsEigenvalue (H θ) (lam θ)

/-- The phase factor `exp(iθ)`. -/
def phase (θ : ℝ) : ℂ := exp (θ * I)

/-- The two-level Hamiltonian with rows `(0, 1)` and `(ε, 0)`. -/
def ham (ε : ℂ) : Matrix (Fin 2) (Fin 2) ℂ := !![0, 1; ε, 0]

/-- The two-level Hamiltonian on the loop `ε = exp(iθ)`. -/
def loopHam (θ : ℝ) : Matrix (Fin 2) (Fin 2) ℂ := ham (phase θ)

/-- The `(n+1)`-level Hamiltonian with ones just above the diagonal and `ε` in the lower-left
corner. -/
def cycHam (n : ℕ) (ε : ℂ) : Matrix (Fin (n + 1)) (Fin (n + 1)) ℂ :=
  Matrix.of fun i j => if j = i + 1 then (if i = Fin.last n then ε else 1) else 0

/-- The phase factor takes the same value at `2π` and at `0`. -/
theorem phase_two_pi : phase (2 * Real.pi) = phase 0 := by
  unfold phase
  push_cast
  rw [Complex.exp_two_pi_mul_I, zero_mul, Complex.exp_zero]

/-- The eigenvalues of the two-level Hamiltonian are exactly the square roots of `ε`. -/
theorem isEigenvalue_ham_iff (ε μ : ℂ) : IsEigenvalue (ham ε) μ ↔ μ ^ 2 = ε := by
  constructor
  · rintro ⟨v, hv, h⟩
    have h0 : v 1 = μ * v 0 := by
      simpa [ham, Matrix.mulVec, dotProduct, Fin.sum_univ_two] using congrFun h 0
    have h1 : ε * v 0 = μ * v 1 := by
      simpa [ham, Matrix.mulVec, dotProduct, Fin.sum_univ_two] using congrFun h 1
    have hv0 : v 0 ≠ 0 := by
      intro hz
      apply hv
      funext i
      fin_cases i
      · show v 0 = 0
        exact hz
      · show v 1 = 0
        rw [h0, hz, mul_zero]
    apply mul_right_cancel₀ hv0
    linear_combination -h1 - μ * h0
  · rintro rfl
    refine ⟨![1, μ], fun h => by simpa using congrFun h 0, ?_⟩
    funext i
    fin_cases i <;> simp [ham, Matrix.mulVec, dotProduct, Fin.sum_univ_two, pow_two]

/-- At `ε = 0` every eigenvector has eigenvalue `0` and vanishing second component. -/
theorem coalescence (v : Fin 2 → ℂ) (μ : ℂ) (hv : v ≠ 0) (h : ham 0 *ᵥ v = μ • v) :
    μ = 0 ∧ v 1 = 0 := by
  have h2 : μ ^ 2 = 0 := (isEigenvalue_ham_iff 0 μ).mp ⟨v, hv, h⟩
  have hμ : μ = 0 := by simpa using h2
  have h0 : v 1 = μ * v 0 := by
    simpa [ham, Matrix.mulVec, dotProduct, Fin.sum_univ_two] using congrFun h 0
  exact ⟨hμ, by rw [h0, hμ, zero_mul]⟩

/-- A continuous `n`-th root of `c exp(iθ)` on `[0, 2π]` equals its initial value times
`exp(iθ/n)`. -/
theorem continuous_root {n : ℕ} (hn : 0 < n) (c : ℂ) (f : ℝ → ℂ)
    (hf : ContinuousOn f (Icc 0 (2 * Real.pi)))
    (hpow : ∀ θ ∈ Icc 0 (2 * Real.pi), f θ ^ n = c * phase θ) :
    ∀ θ ∈ Icc 0 (2 * Real.pi), f θ = exp (θ * I / n) * f 0 := by
  intro θ hθ
  have hn' : (n : ℂ) ≠ 0 := Nat.cast_ne_zero.mpr hn.ne'
  have he : Continuous (fun t : ℝ => exp (-(t * I) / n)) := by fun_prop
  have hg : ContinuousOn (fun t : ℝ => f t * exp (-(t * I) / n)) (Icc 0 (2 * Real.pi)) :=
    hf.mul he.continuousOn
  -- with the winding removed, the function takes values in the finite set of roots of `c`
  have hfin : ({z : ℂ | z ^ n = c}).Finite := by
    refine (Finset.finite_toSet (Polynomial.nthRoots n c).toFinset).subset ?_
    intro z hz
    simpa [Polynomial.mem_nthRoots hn] using hz
  have hsub : (fun t : ℝ => f t * exp (-(t * I) / n)) '' (Icc 0 (2 * Real.pi)) ⊆
      {z : ℂ | z ^ n = c} := by
    rintro _ ⟨t, ht, rfl⟩
    have hc : (n : ℂ) * (-(t * I) / n) = -(t * I) := mul_div_cancel₀ _ hn'
    show (f t * exp (-(t * I) / n)) ^ n = c
    rw [mul_pow, hpow t ht, ← Complex.exp_nat_mul, hc, phase, mul_assoc, ← Complex.exp_add]
    simp
  -- a connected subset of a finite set is a single point
  have hone := hfin.countable.isTotallyDisconnected _ hsub (isPreconnected_Icc.image _ hg)
  have h0 : (0 : ℝ) ∈ Icc 0 (2 * Real.pi) := ⟨le_rfl, by positivity⟩
  have hconst : f θ * exp (-(θ * I) / n) = f 0 * exp (-((0 : ℝ) * I) / n) :=
    hone ⟨θ, hθ, rfl⟩ ⟨0, h0, rfl⟩
  have hz : exp (-(((0 : ℝ) : ℂ) * I) / n) = 1 := by simp
  have hinv : exp (θ * I / n) * exp (-(θ * I) / n) = 1 := by
    rw [← Complex.exp_add, neg_div, add_neg_cancel, Complex.exp_zero]
  rw [hz, mul_one] at hconst
  linear_combination exp (θ * I / n) * hconst - f θ * hinv

/-- The Hamiltonian returns to itself after the loop, while every band changes sign and does
not return to its initial value. -/
theorem band_sign_change (lam : ℝ → ℂ) (h : IsBand loopHam lam) :
    loopHam (2 * Real.pi) = loopHam 0 ∧ lam (2 * Real.pi) = -lam 0 ∧
      lam (2 * Real.pi) ≠ lam 0 := by
  have hπ : (0 : ℝ) ≤ 2 * Real.pi := by positivity
  have hsq : ∀ θ ∈ Icc 0 (2 * Real.pi), lam θ ^ 2 = 1 * phase θ := fun θ hθ => by
    rw [one_mul]
    exact (isEigenvalue_ham_iff _ _).mp (h.2 θ hθ)
  have hend := continuous_root (by norm_num) 1 lam h.1 hsq _ ⟨hπ, le_rfl⟩
  have harg : ((2 * Real.pi : ℝ) : ℂ) * I / ((2 : ℕ) : ℂ) = Real.pi * I := by
    push_cast
    ring
  rw [harg, Complex.exp_pi_mul_I] at hend
  have h0 : lam 0 ^ 2 = 1 := by simpa [phase] using hsq 0 ⟨le_rfl, hπ⟩
  refine ⟨by rw [loopHam, loopHam, phase_two_pi], by rw [hend]; ring, fun hEq => ?_⟩
  have hz : lam 0 = 0 := by linear_combination (1 / 2 : ℂ) * hend - (1 / 2 : ℂ) * hEq
  rw [hz] at h0
  norm_num at h0

/-- Two bands with different initial values are exchanged by the loop. -/
theorem bands_swap (a b : ℝ → ℂ) (ha : IsBand loopHam a) (hb : IsBand loopHam b)
    (hab : a 0 ≠ b 0) : a (2 * Real.pi) = b 0 ∧ b (2 * Real.pi) = a 0 := by
  have h0 : (0 : ℝ) ∈ Icc 0 (2 * Real.pi) := ⟨le_rfl, by positivity⟩
  have ea : a 0 ^ 2 = phase 0 := (isEigenvalue_ham_iff _ _).mp (ha.2 0 h0)
  have eb : b 0 ^ 2 = phase 0 := (isEigenvalue_ham_iff _ _).mp (hb.2 0 h0)
  have hsum : a 0 + b 0 = 0 := by
    apply mul_left_cancel₀ (sub_ne_zero.mpr hab)
    linear_combination ea - eb
  rw [(band_sign_change a ha).2.1, (band_sign_change b hb).2.1]
  exact ⟨by linear_combination -hsum, by linear_combination -hsum⟩

/-- The functions `exp(iθ/2)` and `-exp(iθ/2)` are bands with different initial values. -/
theorem bands_witness :
    IsBand loopHam (fun θ => exp (θ * I / 2)) ∧ IsBand loopHam (fun θ => -exp (θ * I / 2)) ∧
      exp ((0 : ℝ) * I / 2) ≠ -exp ((0 : ℝ) * I / 2) := by
  have hc : Continuous (fun θ : ℝ => exp (θ * I / 2)) := by fun_prop
  have hsq : ∀ θ : ℝ, exp (θ * I / 2) ^ 2 = phase θ := fun θ => by
    rw [pow_two, ← Complex.exp_add, add_halves, phase]
  refine ⟨⟨hc.continuousOn, fun θ _ => (isEigenvalue_ham_iff _ _).mpr (hsq θ)⟩,
    ⟨hc.neg.continuousOn, fun θ _ => (isEigenvalue_ham_iff _ _).mpr ?_⟩, ?_⟩
  · exact (neg_sq _).trans (hsq θ)
  · norm_num

/-- The eigenvalues of the `(n+1)`-level Hamiltonian are exactly the `(n+1)`-th roots of `ε`. -/
theorem isEigenvalue_cycHam_iff (n : ℕ) (ε μ : ℂ) :
    IsEigenvalue (cycHam n ε) μ ↔ μ ^ (n + 1) = ε := by
  have key : ∀ (e : ℂ) (v : Fin (n + 1) → ℂ) (i : Fin (n + 1)),
      (cycHam n e *ᵥ v) i = (if i = Fin.last n then e else 1) * v (i + 1) := by
    intro e v i
    simp [cycHam, Matrix.mulVec, dotProduct, ite_mul]
  constructor
  · rintro ⟨v, hv, h⟩
    have hstep : ∀ i : Fin n, v i.succ = μ * v i.castSucc := fun i => by
      have hi := congrFun h i.castSucc
      rw [key, if_neg (Fin.castSucc_lt_last i).ne, Fin.coeSucc_eq_succ, one_mul] at hi
      exact hi
    -- the amplitudes form a geometric sequence
    have hpow : ∀ i : Fin (n + 1), v i = μ ^ (i : ℕ) * v 0 := by
      intro i
      induction i using Fin.induction with
      | zero => simp
      | succ i ih =>
        rw [hstep i, ih]
        show μ * (μ ^ (i : ℕ) * v 0) = μ ^ ((i : ℕ) + 1) * v 0
        ring
    have hv0 : v 0 ≠ 0 := fun hz => hv (funext fun i => by rw [hpow i, hz, mul_zero]; rfl)
    have hl : ε * v 0 = μ * v (Fin.last n) := by
      have hi := congrFun h (Fin.last n)
      rw [key, if_pos rfl, Fin.last_add_one] at hi
      exact hi
    have hl2 : v (Fin.last n) = μ ^ n * v 0 := hpow (Fin.last n)
    apply mul_right_cancel₀ hv0
    linear_combination -hl - μ * hl2
  · rintro rfl
    refine ⟨fun i => μ ^ (i : ℕ), fun h => by simpa using congrFun h 0, ?_⟩
    funext i
    rw [key]
    refine Fin.lastCases ?_ (fun i => ?_) i
    · rw [if_pos rfl, Fin.last_add_one]
      simp [pow_succ']
    · rw [if_neg (Fin.castSucc_lt_last i).ne, Fin.coeSucc_eq_succ]
      simp [pow_succ']

/-- On the loop `ε = c exp(iθ)` the `(n+1)`-level Hamiltonian returns to itself while every band
is multiplied by `exp(2πi/(n+1))`; for `c ≠ 0` and `n ≥ 1` the band does not close. -/
theorem cycHam_monodromy (n : ℕ) (c : ℂ) (lam : ℝ → ℂ)
    (h : IsBand (fun θ => cycHam n (c * phase θ)) lam) :
    cycHam n (c * phase (2 * Real.pi)) = cycHam n (c * phase 0) ∧
      lam (2 * Real.pi) = exp (2 * Real.pi * I / (n + 1 : ℕ)) * lam 0 ∧
      (c ≠ 0 → 1 ≤ n → lam (2 * Real.pi) ≠ lam 0) := by
  have hπ : (0 : ℝ) ≤ 2 * Real.pi := by positivity
  have hp : ∀ θ ∈ Icc 0 (2 * Real.pi), lam θ ^ (n + 1) = c * phase θ := fun θ hθ =>
    (isEigenvalue_cycHam_iff _ _ _).mp (h.2 θ hθ)
  have hend := continuous_root (Nat.succ_pos n) c lam h.1 hp _ ⟨hπ, le_rfl⟩
  have harg : ((2 * Real.pi : ℝ) : ℂ) = 2 * Real.pi := by norm_cast
  rw [harg] at hend
  refine ⟨by rw [phase_two_pi], hend, fun hc hn hEq => ?_⟩
  have h0 : lam 0 ^ (n + 1) = c := by simpa [phase] using hp 0 ⟨le_rfl, hπ⟩
  have hne : lam 0 ≠ 0 := fun hz => hc (by rw [← h0, hz, zero_pow (Nat.succ_ne_zero n)])
  have hω := (Complex.isPrimitiveRoot_exp (n + 1) (Nat.succ_ne_zero n)).ne_one (by omega)
  apply hω
  apply mul_right_cancel₀ hne
  rw [one_mul]
  exact hend.symm.trans hEq

end

end ExceptionalPointBraiding
```

```lean
#print axioms ExceptionalPointBraiding.coalescence
-- 'ExceptionalPointBraiding.coalescence' depends on axioms: [propext, Classical.choice, Quot.sound]
#print axioms ExceptionalPointBraiding.band_sign_change
-- 'ExceptionalPointBraiding.band_sign_change' depends on axioms: [propext, Classical.choice, Quot.sound]
#print axioms ExceptionalPointBraiding.bands_swap
-- 'ExceptionalPointBraiding.bands_swap' depends on axioms: [propext, Classical.choice, Quot.sound]
#print axioms ExceptionalPointBraiding.cycHam_monodromy
-- 'ExceptionalPointBraiding.cycHam_monodromy' depends on axioms: [propext, Classical.choice, Quot.sound]
```

## Reading the statements and proofs

`IsEigenvalue` and `IsBand` are the two definitions of the first paragraph. The function `lam` is defined on all of $\mathbb{R}$, but only its values on `Icc 0 (2 * Real.pi)` enter. `phase`, `ham`, `loopHam` and `cycHam n` are $e^{i\theta}$, $h$, $H$ and $h_n$. In `cycHam` the condition `j = i + 1` is addition modulo $n + 1$, which places the entry of the last row in column $0$.

In `isEigenvalue_ham_iff`, `h0` and `h1` are the two component equations, `hv0` is $v_0 \neq 0$, and `linear_combination -h1 - μ * h0` performs the substitution once `mul_right_cancel₀ hv0` has multiplied the goal by $v_0$. The converse supplies `![1, μ]`. `coalescence` applies this at $\varepsilon = 0$.

`continuous_root` is root tracking, with the order $p$ named `n`. There `hg` is the continuity of $g$, `hfin` the finiteness of the root set, and `hsub` the computation $g^p = c$. In place of the distance argument, `hone` uses that a countable subset of $\mathbb{C}$ is totally disconnected while the image of the interval is connected, so the image has at most one point. `hconst` equates $g(\theta)$ with $g(0)$, and the last line multiplies by $e^{i\theta/p}$.

`band_sign_change` obtains `hend` from that lemma at $\theta = 2\pi$, turns the factor into $-1$ with `Complex.exp_pi_mul_I`, and takes periodicity of $H$ from `phase_two_pi`. In `bands_swap`, `hsum` is $a(0) + b(0) = 0$. `bands_witness` checks the pair $\pm e^{i\theta/2}$. In `isEigenvalue_cycHam_iff`, `key` evaluates one row, `hstep` and `hpow` give the geometric sequence, and `hl` is the last row. `cycHam_monodromy` uses `Complex.isPrimitiveRoot_exp` to get $e^{2\pi i/N} \neq 1$.

## Scope

The theorems hold for every continuous choice of eigenvalue, so the exchange does not depend on how a band is constructed. Continuity is a hypothesis about an exact function of a real angle; a code has finitely many angles and rounded eigenvalues, and no step size is given below which nearest-neighbour matching follows the continuous band. The loops are circles centred on $\varepsilon = 0$, traversed once, for these two matrix families only. Along the loop only eigenvalues are tracked: transport of eigenvectors, left eigenvectors, the geometric phase and time evolution under a driven $H$ do not appear. Coalescence of eigenvectors and the existence of bands are shown for the two-level model; for $N$ levels the monodromy statement applies to whatever band is given. The lattice reading, the sorting example, the normalisations and the match between $h_1$ and $h$ are commentary that Lean has not checked.
